# The Clebsch–Gordan series for characters: $U_m U_n = \sum_{k=0}^{m} U_{n+m-2k}$

Two coupled spin-1 particles have nine states, and counting alone cannot say how they group into multiplets: $5+3+1$ and $3+3+3$ both add up to nine. The traces of the rotation matrices separate such candidates, and rewriting the product of two characters as a sum of characters makes the comparison for all angles at once. For spins $m/2$ and $n/2$ that rewriting is an identity between Chebyshev polynomials of the second kind. The full Clebsch–Gordan theorem also supplies the change of basis, with its coefficients, that block-diagonalises the tensor product; the theorems below give only the identity of characters and the dimension count. The halved labels $(n+m-2k)/2$ are the values listed for the total $L$ or $S$ of two inequivalent electrons; the theorems concern only traces of rotations about one axis, and no antisymmetry is imposed.

```lean
import Mathlib

open Polynomial Polynomial.Chebyshev
open scoped Kronecker

namespace ClebschGordanCharacters

noncomputable section

variable (R : Type*) [CommRing R]
```

The line `variable (R : Type*) [CommRing R]` fixes an arbitrary commutative ring of coefficients; $\mathbb{Z}$ and $\mathbb{C}$ are used later. `R[X]` is the ring of polynomials over it. Mathlib's `U R n` is $U_n$ for an integer $n$, with $U_0 = 1$, $U_1 = 2x$ and $U_{n+2} = 2x\,U_{n+1} - U_n$ holding for all integers, which forces $U_{-1} = 0$.

```lean
/-- The character polynomial of spin `n / 2`: the Chebyshev polynomial of the second kind
`U_n` with a natural label `n`. -/
def spinChar (n : ℕ) : R[X] := U R (n : ℤ)
```

`spinChar R n` is $U_n$ with a natural label $n = 2j$. The expression `(n : ℤ)` converts the natural number into an integer.

```lean
/-- The magnetic quantum number `M = n / 2 - k` of the `k`-th basis state of spin `n / 2`. -/
def magneticNumber (n k : ℕ) : ℝ := (n : ℝ) / 2 - (k : ℝ)
```

The magnetic quantum number is $M = n/2 - k$. For $k = 0, \dots, n$ it runs downwards from $j$ to $-j$.

```lean
/-- The rotation by the angle `θ` about the quantisation axis for spin `n / 2`: the diagonal
matrix with entries `exp (-i θ M)`. -/
def zRotation (n : ℕ) (θ : ℝ) : Matrix (Fin (n + 1)) (Fin (n + 1)) ℂ :=
  Matrix.diagonal fun k =>
    Complex.exp (-(Complex.I * (θ : ℂ) * ((magneticNumber n (k : ℕ) : ℝ) : ℂ)))
```

`Fin (n + 1)` is the index set $\{0, \dots, n\}$, and `zRotation n θ` is the matrix $D_n(\theta) = \operatorname{diag}(e^{-i\theta M})$ for a real angle $\theta$. This is $e^{-i\theta J_z}$ with $\hbar = 1$ in the eigenbasis of $J_z$, written down as a definition. No angular momentum operators, other rotation axes or groups appear in the file.

```lean
/-- Coupling to spin one half: `U_1 U_n = U_(n+1) + U_(n-1)` for every integer `n`. -/
theorem spinHalf_coupling (n : ℤ) : U R 1 * U R n = U R (n + 1) + U R (n - 1) := by
  have h := U_add_two R (n - 1)
  have e1 : n - 1 + 2 = n + 1 := by ring
  have e2 : n - 1 + 1 = n := by ring
  rw [e1, e2] at h
  rw [U_one]
  linear_combination (-1 : R[X]) * h
```

The statement reads $U_1 U_n = U_{n+1} + U_{n-1}$ for every integer $n$: for $n \ge 1$, spin $1/2$ couples $j = n/2$ to $j \pm 1/2$, and for $n = 0$ the second term $U_{-1}$ vanishes. By hand, the recurrence at $n-1$ is $U_{n+1} = 2x\,U_n - U_{n-1}$, and $2x = U_1$. In Lean, `h` is that recurrence, and `linear_combination` closes the goal by checking that it is $-1$ times `h` up to ring algebra.

```lean
/-- Removing the top term of a product: `U_(m+1) U_n = U_(n+m+1) + U_m U_(n-1)` for natural `m`
and integer `n`. -/
theorem peel_top_term (m : ℕ) (n : ℤ) :
    U R ((m : ℤ) + 1) * U R n = U R (n + (m : ℤ) + 1) + U R (m : ℤ) * U R (n - 1) := by
  induction m generalizing n with
  | zero =>
    simp only [Nat.cast_zero, zero_add, add_zero, U_zero, one_mul]
    exact spinHalf_coupling R n
  | succ m ih =>
    -- move the factor `2 X` of the recurrence from the first label to the second
    have h1 := U_add_two R (m : ℤ)
    have h2 := spinHalf_coupling R n
    rw [U_one] at h2
    have h3 := ih (n + 1)
    have e1 : ((m + 1 : ℕ) : ℤ) + 1 = (m : ℤ) + 2 := by push_cast; ring
    have e2 : n + ((m + 1 : ℕ) : ℤ) + 1 = n + 1 + (m : ℤ) + 1 := by push_cast; ring
    have e3 : ((m + 1 : ℕ) : ℤ) = (m : ℤ) + 1 := by push_cast; ring
    have e4 : n + 1 - 1 = n := by ring
    rw [e4] at h3
    rw [e2, e1, e3]
    linear_combination U R n * h1 + U R ((m : ℤ) + 1) * h2 + h3
```

The claim is $U_{m+1}U_n = U_{n+m+1} + U_m U_{n-1}$ for natural $m$ and integer $n$. The case $m = 0$ is the previous theorem. For the step, apply the recurrence to the first factor and move $2x$ onto the second:
$$U_{m+2}U_n = 2x\,U_{m+1}U_n - U_mU_n = U_{m+1}U_{n+1} + U_{m+1}U_{n-1} - U_mU_n .$$
The induction hypothesis at $n+1$ gives $U_{m+1}U_{n+1} = U_{n+m+2} + U_mU_n$, so $U_mU_n$ cancels and $U_{n+m+2} + U_{m+1}U_{n-1}$ remains. These three inputs are `h1`, `h2` and `h3`, weighted in the last line by $U_n$, $U_{m+1}$ and $1$. The word `generalizing` makes the hypothesis `ih` available for every $n$, which the use at $n+1$ needs.

```lean
/-- With integer labels, `U_m U_n = ∑_(k=0..m) U_(n+m-2k)` for natural `m` and every
integer `n`. -/
theorem product_series_int (m : ℕ) (n : ℤ) :
    U R (m : ℤ) * U R n = ∑ k ∈ Finset.range (m + 1), U R (n + (m : ℤ) - 2 * (k : ℤ)) := by
  induction m generalizing n with
  | zero =>
    simp only [Nat.cast_zero, zero_add, Finset.sum_range_one, U_zero, one_mul, add_zero,
      mul_zero, sub_zero]
  | succ m ih =>
    -- peel off the top term and expand the remaining product `U_m U_(n-1)`
    have h := peel_top_term R m n
    rw [ih (n - 1)] at h
    have e3 : ((m + 1 : ℕ) : ℤ) = (m : ℤ) + 1 := by push_cast; ring
    have hs : ∑ k ∈ Finset.range (m + 1), U R (n - 1 + (m : ℤ) - 2 * (k : ℤ))
        = ∑ k ∈ Finset.range (m + 1), U R (n + ((m : ℤ) + 1) - 2 * ((k + 1 : ℕ) : ℤ)) := by
      refine Finset.sum_congr rfl fun k _ => ?_
      exact congrArg (U R) (by push_cast; ring)
    have h0 : U R (n + (m : ℤ) + 1) = U R (n + ((m : ℤ) + 1) - 2 * ((0 : ℕ) : ℤ)) :=
      congrArg (U R) (by push_cast; ring)
    rw [Finset.sum_range_succ', e3, h, hs, h0]
    exact add_comm _ _
```

`Finset.range (m + 1)` is $\{0, \dots, m\}$, so this is $U_mU_n = \sum_{k=0}^{m} U_{n+m-2k}$ for natural $m$ and any integer $n$. For $m = 0$ both sides are $U_n$. For the step, peel off the top term and expand the rest with the hypothesis at $n-1$:
$$U_{m+1}U_n = U_{n+m+1} + \sum_{k=0}^{m} U_{n-1+m-2k}.$$
Since $n - 1 + m - 2k = n + (m+1) - 2(k+1)$, the sum supplies the terms $1, \dots, m+1$ of the new series (`hs`), and the peeled term is term $0$ (`h0`). `Finset.sum_range_succ'` splits the target sum in the same way.

```lean
/-- Clebsch-Gordan series for characters: for `m ≤ n` the product of the character polynomials
with labels `m` and `n` is the sum of those with labels `n + m - 2k`, `k = 0, ..., m`, over any
commutative coefficient ring. -/
theorem clebschGordan {m n : ℕ} (h : m ≤ n) :
    spinChar R m * spinChar R n
      = ∑ k ∈ Finset.range (m + 1), spinChar R (n + m - 2 * k) := by
  unfold spinChar
  rw [product_series_int R m (n : ℤ)]
  refine Finset.sum_congr rfl fun k hk => ?_
  -- `k ≤ m ≤ n` keeps the label `n + m - 2k` nonnegative
  have hk' := Finset.mem_range.mp hk
  exact congrArg (U R) (by omega)
```

This is the main theorem. For naturals $m \le n$, the product of the characters of spins $j_1 = m/2$ and $j_2 = n/2$ is the sum of the characters with $J = j_1 + j_2 - k$, from $j_1 + j_2$ down to $j_2 - j_1$, each once, as polynomials over any commutative ring. Subtraction of natural numbers in Lean stops at zero, and here this matters: `n + m - 2 * k` agrees with the integer label only when $2k \le n + m$, which follows from $k \le m \le n$ and is what `omega`, a decision procedure for linear integer arithmetic, uses. Without the hypothesis `h`, take $m = 1$, $n = 0$ over $\mathbb{Z}$: the left side is $2x$, while the label $-1$ is cut off to $0$ and the right side is $U_1 + U_0 = 2x + 1$.

```lean
/-- Clebsch-Gordan series for an arbitrary pair of labels: the sum runs over
`k = 0, ..., min m n`. -/
theorem clebschGordan_min (m n : ℕ) :
    spinChar R m * spinChar R n
      = ∑ k ∈ Finset.range (min m n + 1), spinChar R (n + m - 2 * k) := by
  rcases le_total m n with h | h
  · rw [min_eq_left h]
    exact clebschGordan R h
  · rw [min_eq_right h, add_comm n m]
    exact (mul_comm _ _).trans (clebschGordan R h)
```

For an arbitrary pair the sum runs to $\min(m,n)$, so the lowest spin is $|j_1 - j_2|$. The proof splits into $m \le n$ and $n \le m$ and commutes the product in the second case.

```lean
/-- Three-term recurrence of the character polynomials in the natural label. -/
theorem spinChar_add_two (n : ℕ) :
    spinChar R (n + 2) = 2 * X * spinChar R (n + 1) - spinChar R n := by
  unfold spinChar
  push_cast
  exact U_add_two R (n : ℤ)
```

This is the recurrence again, with natural labels.

```lean
/-- If `a b = 1` and `2 c = a + b`, then `U_(n+1)(c) = a U_n(c) + b^(n+1)`. -/
theorem eval_spinChar_succ {a b c : R} (hab : a * b = 1) (hc : 2 * c = a + b) (n : ℕ) :
    (spinChar R (n + 1)).eval c = a * (spinChar R n).eval c + b ^ (n + 1) := by
  induction n with
  | zero =>
    have h1 : spinChar R (0 + 1) = 2 * X := by simp [spinChar, U_one]
    have h0 : spinChar R 0 = 1 := by simp [spinChar, U_zero]
    rw [h1, h0]
    simpa using hc
  | succ n ih =>
    have h : spinChar R (n + 1 + 1) = 2 * X * spinChar R (n + 1) - spinChar R n :=
      spinChar_add_two R n
    have h2 : (spinChar R (n + 1 + 1)).eval c
        = 2 * c * (spinChar R (n + 1)).eval c - (spinChar R n).eval c := by
      rw [h]
      simp
    rw [h2]
    linear_combination (spinChar R (n + 1)).eval c * hc + b * ih + (spinChar R n).eval c * hab
```

`.eval c` evaluates a polynomial at $c$. If $ab = 1$ and $2c = a + b$, then $U_{n+1}(c) = a\,U_n(c) + b^{n+1}$. At $n = 0$ this is $2c = a + b$. For the step,
$$U_{n+2}(c) = (a+b)\,U_{n+1}(c) - U_n(c) = a\,U_{n+1}(c) + b\left(a\,U_n(c) + b^{n+1}\right) - U_n(c),$$
and $ab = 1$ leaves $a\,U_{n+1}(c) + b^{n+2}$. The final line combines `hc`, `ih` and `hab` in this order. The condition $ab = 1$ is needed: over $\mathbb{Z}$, $a = b = c = 0$ satisfies $2c = a + b$, yet $U_2(0) = -1$ while the formula gives $0$.

```lean
/-- The phases `a = exp (-i θ / 2)` and `b = exp (i θ / 2)` satisfy `a b = 1` and
`2 cos (θ / 2) = a + b`. -/
theorem phase_witness (θ : ℝ) :
    Complex.exp (-((θ : ℂ) / 2) * Complex.I) * Complex.exp ((θ : ℂ) / 2 * Complex.I) = 1 ∧
    2 * Complex.cos ((θ : ℂ) / 2)
      = Complex.exp (-((θ : ℂ) / 2) * Complex.I) + Complex.exp ((θ : ℂ) / 2 * Complex.I) := by
  constructor
  · have h0 : -((θ : ℂ) / 2) * Complex.I + (θ : ℂ) / 2 * Complex.I = 0 := by ring
    rw [← Complex.exp_add, h0, Complex.exp_zero]
  · rw [Complex.two_cos]
    exact add_comm _ _
```

The symbol `∧` means "and". The phases $a = e^{-i\theta/2}$ and $b = e^{i\theta/2}$ have product $e^0 = 1$, and their sum is $2\cos(\theta/2)$ by Euler's formula, `Complex.two_cos`.

```lean
/-- The character polynomial with label `n` takes the value `n + 1` at `1`. -/
theorem eval_one_spinChar (n : ℕ) : (spinChar R n).eval 1 = (n : R) + 1 := by
  induction n with
  | zero => simp [spinChar, U_zero]
  | succ n ih =>
    have h := eval_spinChar_succ R (one_mul (1 : R)) (two_mul (1 : R)) n
    rw [h, ih]
    push_cast
    ring
```

Taking $a = b = c = 1$ gives $U_{n+1}(1) = U_n(1) + 1$, and with $U_0(1) = 1$ induction yields $U_n(1) = n + 1 = 2j + 1$.

```lean
/-- Dimension count: for `m ≤ n`, `(m + 1) (n + 1)` is the sum of the multiplet dimensions
`n + m - 2k + 1` over `k = 0, ..., m`. -/
theorem dimension_count {m n : ℕ} (h : m ≤ n) :
    (m + 1) * (n + 1) = ∑ k ∈ Finset.range (m + 1), (n + m - 2 * k + 1) := by
  -- evaluate the series over the integers at `1`
  have h1 := congrArg (⇑(evalRingHom (1 : ℤ))) (clebschGordan ℤ h)
  rw [_root_.map_mul, _root_.map_sum] at h1
  simp only [coe_evalRingHom, eval_one_spinChar] at h1
  exact_mod_cast h1
```

For $m \le n$, as natural numbers, $(m+1)(n+1) = \sum_{k=0}^{m}(n + m - 2k + 1)$, which is $(2j_1+1)(2j_2+1) = \sum_J (2J+1)$. The proof applies evaluation at $1$ to both sides of the series over $\mathbb{Z}$. Evaluation respects products and sums (`_root_.map_mul`, `_root_.map_sum`), each character becomes its label plus one, and `exact_mod_cast` carries the equation from integers back to naturals.

```lean
/-- The trace of the spin `n / 2` rotation by `θ` equals `U_n (cos (θ / 2))`. -/
theorem trace_zRotation (n : ℕ) (θ : ℝ) :
    (zRotation n θ).trace = (spinChar ℂ n).eval (Complex.cos ((θ : ℂ) / 2)) := by
  have hsum : ∀ j : ℕ, (zRotation j θ).trace = ∑ k ∈ Finset.range (j + 1),
      Complex.exp (-(Complex.I * (θ : ℂ) * ((magneticNumber j k : ℝ) : ℂ))) := by
    intro j
    rw [zRotation, Matrix.trace_diagonal]
    exact Fin.sum_univ_eq_sum_range
      (fun k => Complex.exp (-(Complex.I * (θ : ℂ) * ((magneticNumber j k : ℝ) : ℂ)))) (j + 1)
  obtain ⟨hab, hc⟩ := phase_witness θ
  rw [hsum]
  induction n with
  | zero => simp [spinChar, magneticNumber, U_zero]
  | succ n ih =>
    -- raising the spin by one half shifts every `M` by one half ...
    have h1 : ∀ k : ℕ,
        Complex.exp (-(Complex.I * (θ : ℂ) * ((magneticNumber (n + 1) k : ℝ) : ℂ)))
          = Complex.exp (-((θ : ℂ) / 2) * Complex.I)
            * Complex.exp (-(Complex.I * (θ : ℂ) * ((magneticNumber n k : ℝ) : ℂ))) := by
      intro k
      rw [← Complex.exp_add]
      refine congrArg Complex.exp ?_
      simp only [magneticNumber]
      push_cast
      ring
    -- ... and adds one new state at the bottom of the ladder
    have h2 : Complex.exp (-(Complex.I * (θ : ℂ) * ((magneticNumber (n + 1) (n + 1) : ℝ) : ℂ)))
        = Complex.exp ((θ : ℂ) / 2 * Complex.I) ^ (n + 1) := by
      rw [← Complex.exp_nat_mul]
      refine congrArg Complex.exp ?_
      simp only [magneticNumber]
      push_cast
      ring
    rw [Finset.sum_range_succ, eval_spinChar_succ ℂ hab hc n, ← ih, Finset.mul_sum, h2]
    simp only [h1]
```

The statement is $\operatorname{tr} D_n(\theta) = U_n(\cos(\theta/2))$ for every real $\theta$, which ties the polynomials to the matrices. `hsum` writes the trace as $T_n = \sum_{k=0}^{n} e^{-i\theta(n/2 - k)}$. Raising $n$ by one adds $1/2$ to each $M$, so each old term is multiplied by $a = e^{-i\theta/2}$ (`h1`). It also adds the state $k = n+1$ with $M = -(n+1)/2$ and phase $b^{n+1}$ (`h2`). Hence $T_{n+1} = a\,T_n + b^{n+1}$ with $T_0 = 1$, the recursion that `eval_spinChar_succ` gives for $U_n(\cos(\theta/2))$ once `phase_witness` supplies its two hypotheses. No division by $\sin(\theta/2)$ occurs, so $\theta = 0$ needs no separate treatment.

```lean
/-- The trace of the tensor product of the rotations for spins `m / 2` and `n / 2` is the sum of
the traces of the rotations with labels `n + m - 2k`, `k = 0, ..., min m n`. -/
theorem trace_kronecker_zRotation (m n : ℕ) (θ : ℝ) :
    (zRotation m θ ⊗ₖ zRotation n θ).trace
      = ∑ k ∈ Finset.range (min m n + 1), (zRotation (n + m - 2 * k) θ).trace := by
  rw [Matrix.trace_kronecker]
  simp only [trace_zRotation]
  -- evaluate the polynomial series at `cos (θ / 2)`
  have h := congrArg (⇑(evalRingHom (Complex.cos ((θ : ℂ) / 2)))) (clebschGordan_min ℂ m n)
  rw [_root_.map_mul, _root_.map_sum] at h
  simpa only [coe_evalRingHom] using h

end

end ClebschGordanCharacters
```

The symbol `⊗ₖ` is the Kronecker product, the rotation acting on the two-particle product basis. The theorem reads
$$\operatorname{tr}\left(D_m(\theta) \otimes D_n(\theta)\right) = \sum_{k=0}^{\min(m,n)} \operatorname{tr} D_{n+m-2k}(\theta)$$
for all naturals $m$, $n$ and real $\theta$. By hand, the trace of a Kronecker product is the product of the traces (`Matrix.trace_kronecker`), each trace is a value of $U$ at $\cos(\theta/2)$, and evaluating `clebschGordan_min` over $\mathbb{C}$ at that point gives the sum. Concluding from equal traces that the product space splits into these multiplets draws on further representation theory of $SU(2)$, for instance complete reducibility into spin multiplets together with the linear independence of their characters, and the file proves none of that.

```lean
#print axioms ClebschGordanCharacters.clebschGordan
-- 'ClebschGordanCharacters.clebschGordan' depends on axioms: [propext, Classical.choice, Quot.sound]
#print axioms ClebschGordanCharacters.dimension_count
-- 'ClebschGordanCharacters.dimension_count' depends on axioms: [propext, Classical.choice, Quot.sound]
#print axioms ClebschGordanCharacters.trace_kronecker_zRotation
-- 'ClebschGordanCharacters.trace_kronecker_zRotation' depends on axioms: [propext, Classical.choice, Quot.sound]
```
